# Poisson moments of the number operator in a coherent state

Let a and b be elements of a complex algebra with ab − ba = 1, and put N = ba. Let z be a complex number with conjugate z̄, and let ω be a linear functional with ω(1) = 1 that satisfies, for every x in the algebra,

ω(xa) = z ω(x),  ω(bx) = z̄ ω(x).

Write r = |z|². Then for every n = 0, 1, 2, … the moment ω(Nⁿ) is the n-th moment of the Poisson distribution with mean r:

ω(Nⁿ) = Σₖ p(k) kⁿ,  p(k) = e^(−r) rᵏ / k!,

where k runs over 0, 1, 2, … and 0⁰ = 1. The first three moments are

ω(N) = r,  ω(N²) = r² + r,  ω(N³) = r³ + 3r² + r.

In the usual notation ω(x) is the expectation value ⟨z|x|z⟩ in a normalised coherent state. The eigenvalue equation a|z⟩ = z|z⟩ gives the first condition on ω, and its adjoint ⟨z|b = z̄⟨z|, with b the adjoint of a, gives the second. For a single ideal mode of light in such a state, the result contains the shot-noise relation: the variance of the photon number equals its mean.

## A recursion from the commutator

The commutation relation says ab = ba + 1 = N + 1. Therefore

aN = (ab)a = (N + 1)a.

Each time a passes a factor N from left to right, that factor becomes N + 1, so

aNⁿ = (N + 1)ⁿ a.

Now split one factor N = ba off the left of Nⁿ⁺¹ and use the two conditions on ω in turn:

ω(Nⁿ⁺¹) = ω(b aNⁿ) = z̄ ω(aNⁿ) = z̄ ω((N + 1)ⁿ a) = z̄z ω((N + 1)ⁿ) = r ω((N + 1)ⁿ).

Starting from ω(1) = 1, the cases n = 0, 1, 2 give

ω(N) = r ω(1) = r,

ω(N²) = r (ω(N) + 1) = r² + r,

ω(N³) = r (ω(N²) + 2ω(N) + 1) = r (r² + 3r + 1) = r³ + 3r² + r.

The variance follows by expanding the square:

ω((N − r)²) = (r² + r) − 2r·r + r² = r.

## The same recursion for Poisson weights

Since (k + 1)! = (k + 1) k!, neighbouring Poisson weights satisfy

(k + 1) p(k + 1) = r p(k).

Let Mₙ = Σₖ p(k) kⁿ. In Mₙ₊₁ the term k = 0 vanishes, so the summation index can be shifted by one:

Mₙ₊₁ = Σₖ p(k + 1)(k + 1)ⁿ⁺¹ = r Σₖ p(k)(k + 1)ⁿ = r Σₘ C(n, m) Mₘ,

where m runs from 0 to n and C(n, m) is the binomial coefficient. Convergence is obtained along the way. The series for M₀ is e^(−r) times the exponential series and sums to 1. If the series for M₀, …, Mₙ converge, the right-hand side is a finite combination of convergent series, and so the series for Mₙ₊₁ converges too.

On the operator side, N commutes with 1, and the binomial theorem gives

ω(Nⁿ⁺¹) = r Σₘ C(n, m) ω(Nᵐ).

Both sequences start at 1 and obey the same recursion, so they agree at every order.

## Normal order and the extra term in N²

When all factors b stand to the left of all factors a, the conditions on ω remove them one at a time from the two ends:

ω(bʲaᵏ) = z̄ʲ zᵏ.

Thus a normally ordered product is evaluated by replacing a with z and b with z̄. The product N² = baba is not normally ordered, and making the same replacement in it gives r², which is wrong unless z = 0. Reordering the middle pair gives

N² = b(ba + 1)a = b²a² + N,

and ω(N²) = r² + r. The missing r is exactly the variance.

For z = 0 the state is the vacuum. Then r = 0, p(0) = 1 and all other weights vanish. Every moment with n ≥ 1 is zero, and the number does not fluctuate.

## The coherent state as a functional

The Lean development starts with the library import and the notation for complex conjugation.

```lean
import Mathlib

open ComplexConjugate

namespace CoherentStateCounting

noncomputable section
```

The physical assumptions are collected in one structure.

```lean
/-- A normalised linear functional `ω` describing a coherent state of amplitude `z`
for a single bosonic mode with lowering operator `a` and raising operator `b`. -/
structure IsCoherentState {A : Type*} [Ring A] [Algebra ℂ A]
    (a b : A) (ω : A →ₗ[ℂ] ℂ) (z : ℂ) : Prop where
  ccr : a * b - b * a = 1
  unit : ω 1 = 1
  ket : ∀ x, ω (x * a) = z * ω x
  bra : ∀ x, ω (b * x) = conj z * ω x
```

`A` is any ring that is also an algebra over ℂ, and `ω : A →ₗ[ℂ] ℂ` is a complex-linear functional on it. The field `ccr` is the commutation relation for the dimensionless ladder operators, and `unit` is the normalisation of the state. The fields `ket` and `bra` are the eigenvalue equation and its adjoint, transferred to expectation values.

No Hilbert space, adjoint operation or positivity of ω is assumed. That b is the adjoint of a enters only through the conjugate in `bra`. The coherent-state property is a hypothesis here; it is not derived from a displacement operator or from the dynamics of a driven oscillator.

## Poisson weights in Lean

```lean
/-- The Poisson weight `e^(-r) r^k / k!` for real `r`. For `r ≥ 0` it is the probability of the
value `k` in the Poisson distribution with mean `r`. -/
def poissonWeight (r : ℝ) (k : ℕ) : ℝ :=
  Real.exp (-r) * (r ^ k / (k.factorial : ℝ))
```

The main theorem uses the weights at r = |z|², where they are probabilities. The two lemmas that follow hold for every real r.

```lean
/-- For every real `r` the Poisson weights sum to one. -/
theorem poissonWeight_hasSum (r : ℝ) : HasSum (poissonWeight r) 1 := by
  have h : HasSum (fun k : ℕ => r ^ k / (k.factorial : ℝ)) (Real.exp r) := by
    rw [Real.exp_eq_exp_ℝ]
    exact NormedSpace.expSeries_div_hasSum_exp r
  have h2 := h.mul_left (Real.exp (-r))
  rw [← Real.exp_add, neg_add_cancel, Real.exp_zero] at h2
  exact h2
```

`HasSum f s` says that the series of f converges and that its sum is s. The proof takes the exponential series, multiplies it by e^(−r), and simplifies e^(−r) eʳ to 1.

```lean
/-- Neighbouring Poisson weights obey `(k + 1) p(k + 1) = r p(k)`. -/
theorem poissonWeight_succ (r : ℝ) (k : ℕ) :
    poissonWeight r (k + 1) * ((k : ℝ) + 1) = r * poissonWeight r k := by
  have h1 : (k.factorial : ℝ) ≠ 0 := by exact_mod_cast k.factorial_ne_zero
  have h2 : (k : ℝ) + 1 ≠ 0 := by positivity
  unfold poissonWeight
  rw [Nat.factorial_succ]
  push_cast
  field_simp
  ring
```

This is the relation between neighbouring weights. The proof writes (k + 1)! as (k + 1) k! and clears the denominators, which are nonzero by `h1` and `h2`.

## Moving a through powers of N

```lean
variable {A : Type*} [Ring A] [Algebra ℂ A] {a b : A} {ω : A →ₗ[ℂ] ℂ} {z : ℂ}

omit [Algebra ℂ A] in
/-- Moving the lowering operator through a power of the number operator `b * a`
raises the number operator by one. -/
theorem lower_mul_number_pow (h : a * b - b * a = 1) (n : ℕ) :
    a * (b * a) ^ n = (b * a + 1) ^ n * a := by
  have h1 : a * (b * a) = (b * a + 1) * a := by
    rw [← mul_assoc, sub_eq_iff_eq_add.mp h, add_comm]
  have h2 : SemiconjBy a (b * a) (b * a + 1) := h1
  exact (h2.pow_right n).eq
```

The auxiliary statement `h1` is aN = (N + 1)a. `SemiconjBy a (b * a) (b * a + 1)` expresses the same equation in a form for which Mathlib already has the passage to powers, and `pow_right` supplies it. Only ring operations are involved, so the complex scalars are omitted from this lemma.

```lean
/-- In a coherent state the moment of order `n + 1` of the number operator `b * a` is `|z|²` times
the moment of order `n` of `b * a + 1`. -/
theorem moment_succ (h : IsCoherentState a b ω z) (n : ℕ) :
    ω ((b * a) ^ (n + 1)) = (‖z‖ : ℂ) ^ 2 * ω ((b * a + 1) ^ n) := by
  rw [pow_succ', mul_assoc, h.bra, lower_mul_number_pow h.ccr, h.ket]
  linear_combination ω ((b * a + 1) ^ n) * Complex.conj_mul' z
```

The rewriting follows the chain of equalities in the derivation. It splits off the left factor N, removes b with `h.bra`, moves a to the right with `lower_mul_number_pow`, and removes it with `h.ket`. The last line replaces z̄z by |z|², written `(‖z‖ : ℂ) ^ 2`: the real modulus regarded as a complex number and then squared.

```lean
/-- In a coherent state a normally ordered product has the expectation value obtained
by replacing `a` with `z` and `b` with the conjugate of `z`. -/
theorem normal_ordered_moment (h : IsCoherentState a b ω z) (j k : ℕ) :
    ω (b ^ j * a ^ k) = conj z ^ j * z ^ k := by
  induction j with
  | zero =>
    rw [pow_zero, pow_zero, one_mul, one_mul]
    induction k with
    | zero => rw [pow_zero, pow_zero, h.unit]
    | succ k ih => rw [pow_succ, h.ket, ih, pow_succ, mul_comm]
  | succ j ih => rw [pow_succ', mul_assoc, h.bra, ih, pow_succ', mul_assoc]
```

The outer induction removes factors b from the left. In its base case, where no b is left, an inner induction removes factors a from the right. The commutation relation is not used, because the product is already in normal order.

## Summing the weighted powers

The next lemma contains the analytic part of the argument and mentions no operators.

```lean
/-- If counting weights obey `(k + 1) w(k + 1) = r w(k)`, their moment of order `n + 1` is
`r` times the binomial combination of their moments up to order `n`. -/
theorem weight_moment_succ {w M : ℕ → ℂ} {r : ℂ}
    (hw : ∀ k : ℕ, w (k + 1) * ((k : ℂ) + 1) = r * w k) (n : ℕ)
    (hM : ∀ m < n + 1, HasSum (fun k : ℕ => w k * (k : ℂ) ^ m) (M m)) :
    HasSum (fun k : ℕ => w k * (k : ℂ) ^ (n + 1))
      (r * ∑ m ∈ Finset.range (n + 1), (n.choose m : ℂ) * M m) := by
  have hs : HasSum (fun k : ℕ => ∑ m ∈ Finset.range (n + 1),
      (n.choose m : ℂ) * (w k * (k : ℂ) ^ m))
      (∑ m ∈ Finset.range (n + 1), (n.choose m : ℂ) * M m) :=
    hasSum_sum fun m hm => (hM m (Finset.mem_range.mp hm)).mul_left _
  have h2 := hs.mul_left r
  have e : (fun k : ℕ => r * ∑ m ∈ Finset.range (n + 1),
      (n.choose m : ℂ) * (w k * (k : ℂ) ^ m)) =
      fun k : ℕ => w (k + 1) * ((k + 1 : ℕ) : ℂ) ^ (n + 1) := by
    funext k
    have hb : ∑ m ∈ Finset.range (n + 1), (n.choose m : ℂ) * (w k * (k : ℂ) ^ m) =
        w k * ((k : ℂ) + 1) ^ n := by
      rw [add_pow (k : ℂ) 1 n, Finset.mul_sum]
      refine Finset.sum_congr rfl fun m _ => ?_
      rw [one_pow]
      ring
    rw [hb, Nat.cast_succ, pow_succ]
    generalize ((k : ℂ) + 1) ^ n = c
    linear_combination (-c) * hw k
  rw [e] at h2
  -- the term with no quanta vanishes, so the sum may start at one
  have h3 := (hasSum_nat_add_iff (f := fun k : ℕ => w k * (k : ℂ) ^ (n + 1)) 1).mp h2
  have hz : (0 : ℂ) ^ (n + 1) = 0 := zero_pow (by omega)
  simp only [Finset.sum_range_one, Nat.cast_zero, hz, mul_zero, add_zero] at h3
  exact h3
```

Here `w` is any complex sequence obeying the neighbour relation, and `M m` is the sum of its m-th moment series for each m ≤ n. The conclusion gives both the convergence and the value of the moment of order n + 1.

The statement `hs` adds finitely many convergent series. Inside the proof of `e`, the step `hb` recognises the binomial expansion of (k + 1)ⁿ, and `hw` then turns r w(k) into (k + 1) w(k + 1). The result is the series with its index shifted by one. `hasSum_nat_add_iff` restores the term k = 0, which vanishes because its power n + 1 is positive.

## All moments at once

```lean
/-- Every moment of the number operator in a coherent state of amplitude `z` is the
corresponding moment of the Poisson distribution with mean `|z|²`. -/
theorem number_moment_hasSum_poisson (h : IsCoherentState a b ω z) (n : ℕ) :
    HasSum (fun k : ℕ => (poissonWeight (‖z‖ ^ 2) k : ℂ) * (k : ℂ) ^ n)
      (ω ((b * a) ^ n)) := by
  induction n using Nat.strong_induction_on with
  | _ n ih =>
  cases n with
  | zero =>
    have h0 := Complex.ofRealCLM.hasSum (poissonWeight_hasSum (‖z‖ ^ 2))
    simpa [h.unit] using h0
  | succ n =>
    -- expand the shifted number operator by the binomial theorem
    have hω : ω ((b * a + 1) ^ n) =
        ∑ m ∈ Finset.range (n + 1), (n.choose m : ℂ) * ω ((b * a) ^ m) := by
      rw [(Commute.one_right (b * a)).add_pow n, map_sum]
      refine Finset.sum_congr rfl fun m _ => ?_
      rw [one_pow, mul_one, ← nsmul_eq_mul', map_nsmul, nsmul_eq_mul]
    have hw : ∀ k : ℕ, (poissonWeight (‖z‖ ^ 2) (k + 1) : ℂ) * ((k : ℂ) + 1) =
        (‖z‖ : ℂ) ^ 2 * (poissonWeight (‖z‖ ^ 2) k : ℂ) := by
      intro k
      have h1 := congrArg Complex.ofReal (poissonWeight_succ (‖z‖ ^ 2) k)
      rw [Complex.ofReal_mul, Complex.ofReal_mul, Complex.ofReal_add,
        Complex.ofReal_natCast, Complex.ofReal_one, Complex.ofReal_pow] at h1
      exact h1
    rw [moment_succ h, hω]
    exact weight_moment_succ (w := fun k => (poissonWeight (‖z‖ ^ 2) k : ℂ))
      (M := fun m => ω ((b * a) ^ m)) hw n ih
```

In words: for every n, the series with terms p(k) kⁿ, where p has mean |z|², converges to ω(Nⁿ). The real weights are regarded as complex numbers because ω takes complex values.

The theorem compares moments. It does not construct number states or a probability measure for the outcomes of a counting measurement, since the abstract algebra provides neither.

The induction is strong because the moment of order n + 1 depends on all the lower ones. The zero case is the normalisation of the weights. In the successor case, `hω` expands ω((N + 1)ⁿ) by the binomial theorem, and `hw` is the neighbour relation carried over to complex numbers. After `moment_succ` has rewritten the target, `weight_moment_succ` closes the goal, with the induction hypothesis supplying the lower moments.

## Mean, higher moments and variance

```lean
/-- With `r = |z|²`, the first three moments of the number operator in a coherent state
are `r`, `r² + r` and `r³ + 3r² + r`. -/
theorem first_three_moments (h : IsCoherentState a b ω z) {r : ℂ}
    (hr : r = (‖z‖ : ℂ) ^ 2) :
    ω (b * a) = r ∧ ω ((b * a) ^ 2) = r ^ 2 + r ∧
      ω ((b * a) ^ 3) = r ^ 3 + 3 * r ^ 2 + r := by
  have m1 : ω (b * a) = r := by
    have h1 := moment_succ h 0
    rw [zero_add, pow_one, pow_zero, h.unit, mul_one] at h1
    rw [h1, hr]
  have m2 : ω ((b * a) ^ 2) = r ^ 2 + r := by
    have h2 := moment_succ h 1
    rw [pow_one, map_add, m1, h.unit, ← hr] at h2
    linear_combination h2
  refine ⟨m1, m2, ?_⟩
  have e : (b * a + 1) ^ 2 = (b * a) ^ 2 + b * a + b * a + 1 := by noncomm_ring
  have h3 := moment_succ h 2
  rw [e, map_add, map_add, map_add, m1, m2, h.unit, ← hr] at h3
  linear_combination h3
```

The variable `r` is a complex number that the hypothesis `hr` fixes to |z|². The three parts use `moment_succ` at n = 0, 1 and 2. For the third, `e` expands (N + 1)² in the noncommutative ring, and the moments already found are inserted.

```lean
/-- The variance of the number operator in a coherent state equals `|z|²`. -/
theorem number_variance (h : IsCoherentState a b ω z) {r : ℂ}
    (hr : r = (‖z‖ : ℂ) ^ 2) :
    ω ((b * a - r • (1 : A)) ^ 2) = r := by
  obtain ⟨m1, m2, -⟩ := first_three_moments h hr
  have e : (b * a - r • (1 : A)) ^ 2 =
      (b * a) ^ 2 - (2 * r) • (b * a) + (r ^ 2) • (1 : A) := by
    simp only [sq, sub_mul, mul_sub, smul_mul_assoc, mul_smul_comm, one_mul, mul_one]
    module
  rw [e, map_add, map_sub, map_smul, map_smul, m1, m2, h.unit, smul_eq_mul, smul_eq_mul]
  ring
```

The number r is subtracted from N as the algebra element `r • (1 : A)`. The proof expands the square, applies linearity and inserts the first two moments. As ω(N) = r, the left-hand side is the usual mean squared deviation.

## A realisation on polynomials

A concrete model shows that the assumptions are consistent for every amplitude z. Finite matrices of size at least one cannot supply it: the trace of a commutator is zero, whereas the trace of the identity is not. In a number basis truncated to d levels, for example, the commutator of the truncated matrices has the last diagonal entry 1 − d instead of 1; all its other entries agree with the identity. Complex polynomials in X provide enough room.

```lean
/-- The lowering operator `d/dX + z` on complex polynomials. -/
def displacedLower (z : ℂ) : Module.End ℂ (Polynomial ℂ) :=
  Polynomial.derivative + z • (1 : Module.End ℂ (Polynomial ℂ))

/-- The raising operator `X + conj z` on complex polynomials. -/
def displacedRaise (z : ℂ) : Module.End ℂ (Polynomial ℂ) :=
  LinearMap.mulLeft ℂ Polynomial.X + conj z • (1 : Module.End ℂ (Polynomial ℂ))
```

The lowering operator is differentiation plus z, and the raising operator is multiplication by X plus z̄. The algebra is `Module.End ℂ (Polynomial ℂ)`, the linear maps from polynomials to polynomials, with composition as the product.

```lean
/-- The functional sending an operator to the constant coefficient of its action on `1`. -/
def constantTerm : Module.End ℂ (Polynomial ℂ) →ₗ[ℂ] ℂ where
  toFun T := (T 1).coeff 0
  map_add' S T := by simp
  map_smul' c T := by simp
```

The functional applies an operator to the constant polynomial 1 and reads off the constant coefficient. It plays the part of a vacuum expectation value, so in this model the state stays fixed while the operators are displaced.

```lean
/-- For every amplitude `z`, the displaced operators on polynomials and the constant-term
functional satisfy the coherent-state conditions. -/
theorem coherentState_witness (z : ℂ) :
    IsCoherentState (displacedLower z) (displacedRaise z) constantTerm z where
  ccr := by
    refine LinearMap.ext fun p => ?_
    simp only [displacedLower, displacedRaise, LinearMap.sub_apply, Module.End.mul_apply,
      LinearMap.add_apply, LinearMap.smul_apply, Module.End.one_apply,
      LinearMap.mulLeft_apply, Polynomial.derivative_mul,
      Polynomial.derivative_X, one_mul, mul_add, mul_smul_comm]
    module
  unit := by simp [constantTerm]
  ket x := by
    have h1 : displacedLower z 1 = z • (1 : Polynomial ℂ) := by simp [displacedLower]
    change (x (displacedLower z 1)).coeff 0 = z * (x 1).coeff 0
    rw [h1, map_smul, Polynomial.coeff_smul, smul_eq_mul]
  bra x := by
    change (displacedRaise z (x 1)).coeff 0 = conj z * (x 1).coeff 0
    simp [displacedRaise]

end

end CoherentStateCounting
```

The four fields are checked separately:

- For `ccr`, the product rule gives (Xp)′ − Xp′ = p for every polynomial p, and the added constants commute with everything.
- For `unit`, the constant coefficient of 1 is 1.
- For `ket`, the derivative of 1 vanishes, so the lowering operator sends 1 to z·1, and linearity takes z outside.
- For `bra`, the product Xp has no constant term, so only z̄ times the constant coefficient of p remains.

```lean
#print axioms CoherentStateCounting.normal_ordered_moment
#print axioms CoherentStateCounting.number_moment_hasSum_poisson
#print axioms CoherentStateCounting.number_variance
```

```
'CoherentStateCounting.normal_ordered_moment' depends on axioms: [propext, Classical.choice, Quot.sound]
'CoherentStateCounting.number_moment_hasSum_poisson' depends on axioms: [propext, Classical.choice, Quot.sound]
'CoherentStateCounting.number_variance' depends on axioms: [propext, Classical.choice, Quot.sound]
```
